# The surface potential fixes the Gouy–Chapman profile at a flat wall in a symmetric electrolyte

A charged flat wall in a salt solution attracts counterions and repels coions. How does the electrostatic potential $\phi$, measured from its value in the bulk, fall off into the liquid at distance $x\ge 0$? Let the ions have charges $\pm ze$ and bulk number density $n$ each, in a solvent of permittivity $\varepsilon$ at temperature $T$. With the reduced potential $\psi=ze\phi/k_BT$, Boltzmann-distributed ions have charge density $-2zen\sinh\psi$, and Poisson's equation becomes

$$\psi''=\kappa^2\sinh\psi,\qquad \kappa^2=\frac{2z^2e^2n}{\varepsilon k_BT}.$$

This mean-field equation for point ions is the starting point; it is assumed, not derived, in the Lean code.

```lean
import Mathlib

open Set Filter Topology
open Real (exp sinh cosh tanh log)

noncomputable section

namespace GouyChapman
```

## The profile and the boundary value problem

Write $t=e^{-\kappa x}$. The candidate, with a dimensionless amplitude $g$, is $\psi=2\ln\frac{1+gt}{1-gt}$.

```lean
/-- The Gouy-Chapman reduced potential at distance `x` from the wall, with inverse Debye length
`κ` and amplitude `g`. -/
def potential (κ g x : ℝ) : ℝ :=
  2 * log ((1 + g * exp (-κ * x)) / (1 - g * exp (-κ * x)))
```

A solution is a pair of functions `ψ` and `ψ'` satisfying the four conditions of `IsDoubleLayer`. Derivatives are taken within `Ici 0`, the half-line $x\ge0$, so they are one-sided at the wall. Both functions vanish in the bulk. The inverse Debye length $\kappa$ is any real number here; the theorems assume $\kappa>0$.

```lean
/-- The double-layer problem on `x ≥ 0`: `ψ` has slope `ψ'`, obeys the Poisson-Boltzmann equation
`ψ'' = κ² sinh ψ`, and both potential and slope vanish in the bulk. -/
structure IsDoubleLayer (κ : ℝ) (ψ ψ' : ℝ → ℝ) : Prop where
  slope : ∀ x, 0 ≤ x → HasDerivWithinAt ψ (ψ' x) (Ici 0) x
  poissonBoltzmann : ∀ x, 0 ≤ x → HasDerivWithinAt ψ' (κ ^ 2 * sinh (ψ x)) (Ici 0) x
  bulk_potential : Tendsto ψ atTop (𝓝 0)
  bulk_slope : Tendsto ψ' atTop (𝓝 0)
```

## Hyperbolic identities

The double-angle formula links the equation for $\psi''$ to half the potential: $\sinh y=2\sinh\frac y2\cosh\frac y2$.

```lean
lemma sinh_double (y : ℝ) : sinh y = 2 * sinh (y / 2) * cosh (y / 2) := by
  rw [← Real.sinh_two_mul]
  congr 1
  ring
```

Multiplying the numerator and denominator of $\tanh y$ by $e^y$ gives $\tanh y=(e^{2y}-1)/(e^{2y}+1)$.

```lean
lemma tanh_eq_exp (y : ℝ) : tanh y = (exp (2 * y) - 1) / (exp (2 * y) + 1) := by
  have h : exp y * exp (-y) = 1 := by rw [← Real.exp_add]; simp
  rw [Real.tanh_eq_sinh_div_cosh, Real.sinh_eq, Real.cosh_eq, two_mul, Real.exp_add,
    div_eq_div_iff (by positivity) (by positivity)]
  linear_combination (-exp y) * h
```

For a potential $V$, put $E=e^{V/2}$. Then $1+\tanh\frac V4=\frac{2E}{E+1}$ and $1-\tanh\frac V4=\frac{2}{E+1}$. Their ratio is $E$, and $2\ln E=V$.

```lean
lemma two_log_tanh (V : ℝ) : 2 * log ((1 + tanh (V / 4)) / (1 - tanh (V / 4))) = V := by
  have key : ∀ E : ℝ, 0 < E → (1 + (E - 1) / (E + 1)) / (1 - (E - 1) / (E + 1)) = E := by
    intro E hE
    have h0 : E + 1 ≠ 0 := by positivity
    have h1 : 1 + (E - 1) / (E + 1) = E * (2 / (E + 1)) := by field_simp; ring
    have h2 : 1 - (E - 1) / (E + 1) = 2 / (E + 1) := by field_simp; ring
    have h3 : 2 / (E + 1) ≠ 0 := by positivity
    rw [h1, h2, mul_div_assoc, div_self h3, mul_one]
  rw [tanh_eq_exp, key _ (Real.exp_pos _), Real.log_exp]
  ring
```

## The profile solves the problem

For $x\ge0$ we have $0<t\le1$, so $|g|<1$ makes $1\pm gt$ positive and the logarithm regular.

```lean
lemma factors_pos {κ g x : ℝ} (hκ : 0 < κ) (hg : |g| < 1) (hx : 0 ≤ x) :
    0 < 1 + g * exp (-κ * x) ∧ 0 < 1 - g * exp (-κ * x) := by
  have he : exp (-κ * x) ≤ 1 := Real.exp_le_one_iff.mpr (by nlinarith [mul_nonneg hκ.le hx])
  have h0 := Real.exp_pos (-κ * x)
  obtain ⟨h1, h2⟩ := abs_lt.mp hg
  constructor
  · nlinarith [mul_pos h0 (show 0 < g + 1 by linarith)]
  · nlinarith [mul_pos h0 (show 0 < 1 - g by linarith)]
```

As a function of $t$, the profile has derivative
$$\frac{2g}{1+gt}+\frac{2g}{1-gt}=\frac{4g}{(1+gt)(1-gt)}.$$

```lean
lemma profile_hasDerivAt {g t : ℝ} (h1 : 0 < 1 + g * t) (h2 : 0 < 1 - g * t) :
    HasDerivAt (fun s => 2 * log ((1 + g * s) / (1 - g * s)))
      (4 * g / ((1 + g * t) * (1 - g * t))) t := by
  have hm : HasDerivAt (fun s => g * s) g t :=
    ((hasDerivAt_id' t).const_mul g).congr_deriv (by ring)
  have hn : HasDerivAt (fun s => 1 + g * s) g t := hm.const_add 1
  have hd : HasDerivAt (fun s => 1 - g * s) (-g) t := hm.const_sub 1
  have h1' := h1.ne'
  have h2' := h2.ne'
  refine (((hn.fun_div hd h2').log (div_pos h1 h2).ne').const_mul 2).congr_deriv ?_
  field_simp
  ring
```

In the bulk, $t\to0$ because $\kappa>0$.

```lean
lemma tendsto_screening {κ : ℝ} (hκ : 0 < κ) :
    Tendsto (fun x => exp (-κ * x)) atTop (𝓝 0) :=
  Real.tendsto_exp_atBot.comp (tendsto_id.const_mul_atTop_of_neg (by linarith))
```

Let $R=e^{\psi/2}=\frac{1+gt}{1-gt}$. Then $\tanh\frac\psi4=\frac{R-1}{R+1}=gt$.

```lean
/-- For `κ > 0` and `|g| < 1`, at every distance `x ≥ 0` from the wall, `tanh (ψ/4)` of the
Gouy-Chapman potential is `g exp (-κ x)`. -/
theorem tanh_quarter {κ g x : ℝ} (hκ : 0 < κ) (hg : |g| < 1) (hx : 0 ≤ x) :
    tanh (potential κ g x / 4) = g * exp (-κ * x) := by
  obtain ⟨h1, h2⟩ := factors_pos hκ hg hx
  have hl : 2 * (potential κ g x / 4)
      = log ((1 + g * exp (-κ * x)) / (1 - g * exp (-κ * x))) := by
    unfold potential; ring
  rw [tanh_eq_exp, hl, Real.exp_log (div_pos h1 h2),
    div_eq_iff (add_pos (div_pos h1 h2) one_pos).ne']
  generalize exp (-κ * x) = e at h1 h2 ⊢
  have h2' := h2.ne'
  field_simp
  ring
```

Since $dt/dx=-\kappa t$, the chain rule gives $\psi'=-4\kappa gt/(1-g^2t^2)$. Also $\sinh\frac\psi2=\frac12(R-R^{-1})=2gt/(1-g^2t^2)$, hence $\psi'=-2\kappa\sinh\frac\psi2$. In Lean, `generalize` turns the exponential into a plain variable, and `field_simp` and `ring` finish the algebra.

```lean
/-- For `κ > 0` and `|g| < 1`, the Gouy-Chapman potential obeys the first-order equation `ψ' = -2κ
sinh (ψ/2)` at each `x ≥ 0`. -/
theorem potential_hasDerivAt {κ g x : ℝ} (hκ : 0 < κ) (hg : |g| < 1) (hx : 0 ≤ x) :
    HasDerivAt (potential κ g) (-2 * κ * sinh (potential κ g x / 2)) x := by
  obtain ⟨h1, h2⟩ := factors_pos hκ hg hx
  have hl : potential κ g x / 2
      = log ((1 + g * exp (-κ * x)) / (1 - g * exp (-κ * x))) := by
    unfold potential; ring
  have hm : HasDerivAt (fun y => -κ * y) (-κ) x :=
    ((hasDerivAt_id' x).const_mul (-κ)).congr_deriv (by ring)
  have hc := (profile_hasDerivAt h1 h2).comp x hm.exp
  refine HasDerivAt.congr_deriv (f := potential κ g) hc ?_
  rw [hl, Real.sinh_eq, Real.exp_neg, Real.exp_log (div_pos h1 h2)]
  generalize exp (-κ * x) = e at h1 h2 ⊢
  have h1' := h1.ne'
  have h2' := h2.ne'
  field_simp
  ring
```

Differentiating again,
$$\psi''=-\kappa\cosh\tfrac\psi2\,\psi'=2\kappa^2\sinh\tfrac\psi2\cosh\tfrac\psi2=\kappa^2\sinh\psi.$$
Continuity at $t=0$ gives $\psi\to0$, and therefore $\psi'\to0$. At the wall $t=1$, so $\tanh(\psi(0)/4)=g$.

```lean
/-- For `κ > 0` and `|g| < 1`, the Gouy-Chapman potential solves the double-layer problem with slope
`-2κ sinh (ψ/2)`, and its amplitude is `g = tanh (ψ(0)/4)`. -/
theorem gouy_chapman {κ g : ℝ} (hκ : 0 < κ) (hg : |g| < 1) :
    IsDoubleLayer κ (potential κ g) (fun x => -2 * κ * sinh (potential κ g x / 2)) ∧
      g = tanh (potential κ g 0 / 4) := by
  have hlim : Tendsto (potential κ g) atTop (𝓝 0) := by
    have hp := (profile_hasDerivAt (g := g) (t := 0) (by simp) (by simp)).continuousAt.tendsto
    have := hp.comp (tendsto_screening hκ)
    simp only [mul_zero, add_zero, sub_zero, div_one, Real.log_one] at this
    exact this
  refine ⟨⟨fun x hx => (potential_hasDerivAt hκ hg hx).hasDerivWithinAt, fun x hx => ?_,
    hlim, ?_⟩, ?_⟩
  · -- differentiate the first-order equation once more
    have h := potential_hasDerivAt hκ hg hx
    refine (((h.div_const 2).sinh.const_mul (-2 * κ)).congr_deriv ?_).hasDerivWithinAt
    rw [sinh_double (potential κ g x)]
    ring
  · have h := ((Real.continuous_sinh.tendsto (0 / 2)).comp (hlim.div_const 2)).const_mul (-2 * κ)
    simp only [zero_div, Real.sinh_zero, mul_zero] at h
    exact h
  · rw [tanh_quarter hκ hg le_rfl]
    simp
```

The condition $|g|<1$ matters. For $g=2$ the denominator $1-2t$ vanishes at $x=\ln 2/\kappa$, and $\psi$ diverges as this point is approached from the bulk; nor can $2$ be the value of a hyperbolic tangent.

## No other solution

Take any solution and set $u=\psi'+2\kappa\sinh\frac\psi2$. Then
$$u'=\kappa^2\sinh\psi+\kappa\cosh\tfrac\psi2\,\psi'=\kappa\cosh\tfrac\psi2\,u,$$
so $(u^2)'=2\kappa\cosh\frac\psi2\,u^2\ge0$. A nondecreasing $u^2$ that tends to zero satisfies $u^2\le0$, so $u=0$. In the proof, `hu` and `hsq` are these two derivatives, and `hmono` is the monotonicity.

```lean
/-- For `κ > 0`, every solution of the double-layer problem has slope `-2κ sinh (ψ/2)` at each `x ≥
0`. -/
theorem IsDoubleLayer.slope_eq {κ : ℝ} {ψ ψ' : ℝ → ℝ} (h : IsDoubleLayer κ ψ ψ') (hκ : 0 < κ)
    {x : ℝ} (hx : 0 ≤ x) : ψ' x = -2 * κ * sinh (ψ x / 2) := by
  -- `u = ψ' + 2κ sinh (ψ/2)` satisfies `u' = κ cosh (ψ/2) u`
  have hu : ∀ y, 0 ≤ y → HasDerivWithinAt (fun z => ψ' z + 2 * κ * sinh (ψ z / 2))
      (κ * cosh (ψ y / 2) * (ψ' y + 2 * κ * sinh (ψ y / 2))) (Ici 0) y := by
    intro y hy
    refine ((h.poissonBoltzmann y hy).add
      (((h.slope y hy).div_const 2).sinh.const_mul (2 * κ))).congr_deriv ?_
    rw [sinh_double (ψ y)]
    ring
  have hsq : ∀ y, 0 ≤ y → HasDerivWithinAt
      (fun z => (ψ' z + 2 * κ * sinh (ψ z / 2)) * (ψ' z + 2 * κ * sinh (ψ z / 2)))
      (2 * κ * cosh (ψ y / 2) * (ψ' y + 2 * κ * sinh (ψ y / 2)) ^ 2) (Ici 0) y := by
    intro y hy
    refine ((hu y hy).mul (hu y hy)).congr_deriv ?_
    try dsimp only
    ring
  -- so `u²` cannot decrease, yet it vanishes in the bulk
  have hmono := monotoneOn_of_deriv_nonneg (convex_Ici (0 : ℝ))
    (fun y hy => (hsq y hy).continuousWithinAt)
    (fun y hy => by
      have hy' : 0 < y := by simpa using hy
      exact ((hsq y hy'.le).hasDerivAt
        (Ici_mem_nhds hy')).differentiableAt.differentiableWithinAt)
    (fun y hy => by
      have hy' : 0 < y := by simpa using hy
      rw [((hsq y hy'.le).hasDerivAt (Ici_mem_nhds hy')).deriv]
      have := Real.cosh_pos (ψ y / 2)
      positivity)
  have h1 := (Real.continuous_sinh.tendsto (0 / 2)).comp (h.bulk_potential.div_const 2)
  have h2 := h.bulk_slope.add (h1.const_mul (2 * κ))
  have h3 := h2.mul h2
  simp only [zero_div, Real.sinh_zero, mul_zero, add_zero] at h3
  have hle := ge_of_tendsto h3 ((eventually_ge_atTop x).mono fun z hz =>
    hmono (mem_Ici.mpr hx) (mem_Ici.mpr (hx.trans hz)) hz)
  have h0 := mul_self_eq_zero.mp (le_antisymm hle (mul_self_nonneg _))
  linarith
```

Now the first-order equation holds, and $\psi'=-4\kappa\sinh\frac\psi4\cosh\frac\psi4$. Consequently
$$\frac{d}{dx}\Big(e^{\kappa x}\tanh\tfrac\psi4\Big)=e^{\kappa x}\Big(\frac{\psi'}{4\cosh^2(\psi/4)}+\kappa\tanh\tfrac\psi4\Big)=0.$$
Thus $\tanh\frac{\psi(x)}4=\tanh\frac{\psi(0)}4\,e^{-\kappa x}$, and the inversion formula `two_log_tanh` recovers the profile for every $x\ge0$.

```lean
/-- For `κ > 0`, every solution of the double-layer problem equals, at each `x ≥ 0`, the
Gouy-Chapman potential with amplitude `tanh (ψ(0)/4)`. -/
theorem IsDoubleLayer.eq_potential {κ : ℝ} {ψ ψ' : ℝ → ℝ} (h : IsDoubleLayer κ ψ ψ')
    (hκ : 0 < κ) {x : ℝ} (hx : 0 ≤ x) : ψ x = potential κ (tanh (ψ 0 / 4)) x := by
  -- `tanh (ψ/4) exp (κ x)` is conserved
  have hd : ∀ y, 0 ≤ y → HasDerivWithinAt
      (fun z => sinh (ψ z / 4) / cosh (ψ z / 4) * exp (κ * z)) 0 (Ici 0) y := by
    intro y hy
    have ha := (h.slope y hy).div_const 4
    have hc := (Real.cosh_pos (ψ y / 4)).ne'
    have hq : HasDerivWithinAt (fun z => sinh (ψ z / 4) / cosh (ψ z / 4))
        (ψ' y / 4 / cosh (ψ y / 4) ^ 2) (Ici 0) y := by
      refine (ha.sinh.div ha.cosh hc).congr_deriv ?_
      congr 1
      linear_combination (ψ' y / 4) * Real.cosh_sq (ψ y / 4)
    have hm : HasDerivAt (fun z => κ * z) κ y :=
      ((hasDerivAt_id' y).const_mul κ).congr_deriv (by ring)
    refine (hq.mul hm.exp.hasDerivWithinAt).congr_deriv ?_
    rw [h.slope_eq hκ hy, sinh_double (ψ y / 2), show ψ y / 2 / 2 = ψ y / 4 by ring]
    field_simp
    ring
  have hconst := constant_of_has_deriv_right_zero (a := 0) (b := x)
    (fun y hy => (hd y hy.1).continuousWithinAt.mono Icc_subset_Ici_self)
    (fun y hy => (hd y hy.1).mono (Ici_subset_Ici.mpr hy.1)) x ⟨hx, le_rfl⟩
  simp only [mul_zero, Real.exp_zero, mul_one] at hconst
  have hE : exp (κ * x) * exp (-κ * x) = 1 := by rw [← Real.exp_add]; simp
  have ht : tanh (ψ 0 / 4) * exp (-κ * x) = tanh (ψ x / 4) := by
    rw [Real.tanh_eq_sinh_div_cosh, Real.tanh_eq_sinh_div_cosh]
    linear_combination (-exp (-κ * x)) * hconst + (sinh (ψ x / 4) / cosh (ψ x / 4)) * hE
  unfold potential
  rw [ht, two_log_tanh]
```

## Every surface potential, and the far field

For any real $V$, $|\tanh(V/4)|<1$, so this amplitude is admissible, and the profile starts at $V$. With the previous theorem, each surface potential has exactly one solution on $x\ge0$, which gives numerical Poisson–Boltzmann solvers an exact reference for this planar, mean-field model.

```lean
/-- For `κ > 0` and every real surface potential `V`, the Gouy-Chapman potential with amplitude
`tanh (V/4)` solves the double-layer problem and equals `V` at the wall. -/
theorem surface_potential {κ : ℝ} (hκ : 0 < κ) (V : ℝ) :
    IsDoubleLayer κ (potential κ (tanh (V / 4)))
      (fun x => -2 * κ * sinh (potential κ (tanh (V / 4)) x / 2)) ∧
      potential κ (tanh (V / 4)) 0 = V := by
  have hg : |tanh (V / 4)| < 1 := by
    have hE := Real.exp_pos (2 * (V / 4))
    rw [tanh_eq_exp, abs_lt]
    constructor
    · rw [lt_div_iff₀ (by positivity)]; linarith
    · rw [div_lt_iff₀ (by positivity)]; linarith
  refine ⟨(gouy_chapman hκ hg).1, ?_⟩
  unfold potential
  rw [mul_zero, Real.exp_zero, mul_one, two_log_tanh]
```

Far away, $e^{\kappa x}\psi=\psi/t$ is a difference quotient of the profile at $t=0$, where the profile vanishes. It tends to the derivative there, $4g$. This limit holds for every real $g$, because only small $t$ matters. For a physical amplitude $g=\tanh(V/4)$ its magnitude stays below $4$, however large the surface potential, whereas the linearised equation would give $V$.

```lean
/-- For `κ > 0`, far from the wall the Gouy-Chapman potential decays as `4 g exp (-κ x)`: the
product `exp (κ x) ψ(x)` tends to `4 g`. -/
theorem far_field {κ : ℝ} (hκ : 0 < κ) (g : ℝ) :
    Tendsto (fun x => exp (κ * x) * potential κ g x) atTop (𝓝 (4 * g)) := by
  have hp := profile_hasDerivAt (g := g) (t := 0) (by simp) (by simp)
  have ht : Tendsto (fun x => exp (-κ * x)) atTop (𝓝[≠] 0) :=
    tendsto_nhdsWithin_iff.mpr
      ⟨tendsto_screening hκ, Eventually.of_forall fun x => Real.exp_ne_zero _⟩
  have hs := (hasDerivAt_iff_tendsto_slope_zero.mp hp).comp ht
  rw [show 4 * g / ((1 + g * 0) * (1 - g * 0)) = 4 * g by simp] at hs
  refine hs.congr fun x => ?_
  have hE : (exp (-κ * x))⁻¹ = exp (κ * x) := by
    rw [← Real.exp_neg]
    congr 1
    ring
  simp only [Function.comp_apply, smul_eq_mul, zero_add, mul_zero, add_zero, sub_zero, div_one,
    Real.log_one, hE, potential]

end GouyChapman
```

```lean
#print axioms GouyChapman.IsDoubleLayer.eq_potential
-- 'GouyChapman.IsDoubleLayer.eq_potential' depends on axioms: [propext, Classical.choice, Quot.sound]
#print axioms GouyChapman.surface_potential
-- 'GouyChapman.surface_potential' depends on axioms: [propext, Classical.choice, Quot.sound]
#print axioms GouyChapman.far_field
-- 'GouyChapman.far_field' depends on axioms: [propext, Classical.choice, Quot.sound]
```
